# In third-order scaling, every antiferromagnetic $k$-channel Kondo coupling flows to $2/k$

## An impurity spin shared by several channels

A magnetic impurity sits in a metal whose conduction electrons come in $k$ identical channels, and each channel couples to the impurity spin by the same antiferromagnetic exchange. When high-energy electron states are removed step by step, a weak exchange at first grows. There is also a competing effect, which is stronger the more channels there are: electrons of every channel respond to the impurity spin, and their combined response weakens the exchange. Does the coupling grow without limit as the energy is lowered, or does it settle at a finite value?

Write the exchange with each channel as $J\,\mathbf S\cdot\mathbf s$, where $\mathbf S$ is the impurity spin and $\mathbf s$ the electron spin of that channel at the impurity, both in units of $\hbar$. Positive $J$ is then antiferromagnetic. Let $j$ be $J$ multiplied by the density of states per channel and per spin direction, which is taken as constant over the band, so that $j$ is dimensionless. Let $D_0$ be the initial bandwidth, $D$ the reduced one, and $t=\ln(D_0/D)$ the scaling time. To third order in the coupling the flow is

$$
j'(t)=\beta(j(t)),\qquad \beta(g)=g^2-\frac{k}{2}g^3 .
$$

The quadratic term is the usual Kondo growth. The cubic term carries the factor $k$ because it contains a closed electron loop, which is summed over the channels.

## A zero with negative slope, and where trajectories go

Let $k>0$. The beta function has exactly one positive zero, $g=2/k$, and its slope there is $-2/k$. A negative slope means that small deviations shrink. The global statement is stronger: every trajectory on $[0,\infty)$ with $j(0)>0$ converges to $2/k$. It never decreases if $j(0)\le 2/k$, and it never increases if $j(0)\ge 2/k$. If $j(0)=2/k$, both hold and the coupling is constant.

In the Lean file, `beta k g` is the function above, and `k` is any real number, so the integer channel numbers are special cases. Every theorem about $2/k$ assumes `0 < k`, also where its docstring does not repeat this. The predicate `IsFlow k j` says that `j : ℝ → ℝ` has the derivative `beta k (j t)` at every `t ≥ 0`, taken within the half-line `Ici 0`. At $t=0$ this is a one-sided derivative, and at later times it is the ordinary one. Values of `j` at negative times play no role. Neither positivity nor boundedness of the coupling is assumed along the flow.

The theorem `fixed_point` contains the statements about the zero and the slope. The theorem `flow_to_intermediate_coupling` contains the rest: `MonotoneOn` and `AntitoneOn` express the two directions, and `Tendsto j atTop (𝓝 (2 / k))` is the limit at low energy. These are statements about a given trajectory; the file does not construct one for each initial coupling.

## What the truncated flow can say about a real impurity

The beta function is taken as given and is not derived from a Hamiltonian. It is a truncated expansion in $j$, so its zero is most credible when $2/k$ is small at a fixed impurity spin $S$, that is, when $k$ is much larger than $2S$. The third-order flow does not depend on $S$, but the true flow does: for $k\le 2S$ it goes to strong coupling, and the zero is an artefact of the truncation. The simplest such case is a spin-1/2 impurity with a single channel, where the zero lies at $j=2$.

The flow also has only one parameter. All channels couple equally and the exchange is isotropic in spin, so stability here means stability against changes of $j$. A difference between the channel couplings is a separate perturbation, which can drive the system away from the multichannel fixed point.

For quantum impurity models the result shows, within this truncated one-coupling description, how the exchange can remain finite at low energy.

## The zero and the slope

For $g>0$,

$$
\beta(g)=\frac{g^2}{2}\,(2-kg),
$$

and $g^2/2$ is not zero, so $\beta(g)=0$ exactly when $g=2/k$. The derivative is $\beta'(g)=2g-\tfrac{3k}{2}g^2$, which gives

$$
\beta'(2/k)=\frac{4}{k}-\frac{6}{k}=-\frac{2}{k}.
$$

## The deviation as a shrinking exponential

Let $u(t)=j(t)-2/k$. Factoring the beta function gives

$$
u'=j^2-\frac{k}{2}j^3=-\frac{k}{2}\,j^2\,u .
$$

Along a given trajectory this is a linear equation $u'=a(t)u$ with the continuous rate $a(t)=-\tfrac{k}{2}j(t)^2$. Put $A(t)=\int_0^t a(s)\,ds$. Then

$$
\frac{d}{dt}\left(u\,e^{-A}\right)=(a u-a u)\,e^{-A}=0,
$$

so $u(t)=u(0)e^{A(t)}$, or

$$
j(t)-\frac{2}{k}=\left(j(0)-\frac{2}{k}\right)E(t),\qquad
E(t)=\exp\left(-\frac{k}{2}\int_0^t j(s)^2\,ds\right).
$$

The unknown $j$ still appears on the right, but the formula already controls the flow. The integral is nonnegative, so $0<E(t)\le 1$ and the deviation never changes sign.

**Direction.** For $0\le s\le t$, the integral up to $t$ exceeds the one up to $s$ by $\int_s^t j(x)^2\,dx\ge 0$. Hence $E(t)\le E(s)$. Multiplying by the initial deviation gives $j(s)\le j(t)$ if that deviation is negative or zero, and $j(t)\le j(s)$ if it is positive or zero.

**Lower bound.** Let $m=\min(j(0),2/k)$. If $j(0)\le 2/k$, then

$$
j(t)-j(0)=\left(\frac{2}{k}-j(0)\right)(1-E(t))\ge 0 .
$$

If $j(0)\ge 2/k$, the deviation stays nonnegative and $j(t)\ge 2/k$. In both cases $j(t)\ge m$.

**Convergence.** If $j(0)>0$, then $m>0$, so $j(s)^2\ge m^2$ and $\int_0^t j(s)^2\,ds\ge m^2t$. Therefore

$$
\left|j(t)-\frac{2}{k}\right|\le\left|j(0)-\frac{2}{k}\right|\exp\left(-\frac{k}{2}m^2t\right),
$$

and the right side tends to zero. For a start above the fixed point, $m=2/k$ and the rate in the bound is $2/k$, the size of the slope found above. For a start far below, the guaranteed rate $\tfrac{k}{2}j(0)^2$ is much smaller, but this is only a bound: the actual rate $\tfrac{k}{2}j(t)^2$ tends to $2/k$ as the coupling approaches the fixed point.

## Couplings that start at zero or below

The same linear equation applies to $j$ itself, because $j'=\left(j-\tfrac{k}{2}j^2\right)j$. Thus $j(t)$ is $j(0)$ times a positive exponential, and $j(0)\le 0$ implies $j(t)\le 0$ at all later times. For $k>0$ such a trajectory cannot converge to the positive number $2/k$, which is why the convergence theorem requires $j(0)>0$.

## The limit of vanishing channel number

Letting $k\to 0$ from above is a formal step that removes the cubic term; it does not describe an impurity without channels. In this limit the fixed point $2/k$ moves to infinity. At $k=0$ only $j'=j^2$ remains, with the solution

$$
j(t)=\frac{j(0)}{1-j(0)\,t}.
$$

For $j(0)>0$ it diverges at $t=1/j(0)$, which corresponds to the bandwidth $D_0e^{-1/j(0)}$, the Kondo scale of second-order scaling. This limit is a side calculation that the file does not contain.

## The flow in Lean

```lean
import Mathlib

open Set Filter Topology

namespace MultichannelKondo

noncomputable section

/-- The third-order beta function of the `k`-channel Kondo coupling `g`. -/
def beta (k g : ℝ) : ℝ := g ^ 2 - k * g ^ 3 / 2

/-- A scaling trajectory: `j` obeys `j' = beta k j` at all scaling times `t ≥ 0`,
with a one-sided derivative at `t = 0`. -/
def IsFlow (k : ℝ) (j : ℝ → ℝ) : Prop :=
  ∀ t, 0 ≤ t → HasDerivWithinAt j (beta k (j t)) (Ici 0) t

/-- For `k > 0` the coupling `2/k` is positive, it is the only positive zero of the beta
function, and the slope of the beta function there is `-2/k`. -/
theorem fixed_point {k : ℝ} (hk : 0 < k) :
    0 < 2 / k ∧ (∀ g, 0 < g → (beta k g = 0 ↔ g = 2 / k)) ∧
      HasDerivAt (beta k) (-(2 / k)) (2 / k) := by
  refine ⟨by positivity, fun g hg => ?_, ?_⟩
  · rw [eq_div_iff hk.ne']
    unfold beta
    constructor
    · intro h
      have h2 : g ^ 2 * (2 - g * k) = 0 := by linear_combination 2 * h
      rcases mul_eq_zero.1 h2 with h3 | h3
      · exact absurd h3 (pow_pos hg 2).ne'
      · linarith
    · intro h
      linear_combination (-(g ^ 2 / 2)) * h
  · have hd : ∀ x : ℝ, HasDerivAt (beta k) (2 * x - 3 * k * x ^ 2 / 2) x := by
      intro x
      refine ((hasDerivAt_pow 2 x).fun_sub
        (((hasDerivAt_pow 3 x).const_mul k).div_const 2)).congr_deriv ?_
      simp only [Nat.cast_ofNat, Nat.reduceSub, pow_one]
      ring
    have e : k * (2 / k) = 2 := by field_simp
    refine (hd (2 / k)).congr_deriv ?_
    linear_combination (-(3 / 2) * (2 / k)) * e

/-- A quantity with the time-dependent growth rate `a` equals its initial value times the
exponential of the accumulated rate. -/
theorem linear_flow {a u : ℝ → ℝ} (ha : ContinuousOn a (Ici 0))
    (hu : ∀ t, 0 ≤ t → HasDerivWithinAt u (a t * u t) (Ici 0) t) {t : ℝ} (ht : 0 ≤ t) :
    u t = u 0 * Real.exp (∫ s in (0 : ℝ)..t, a s) := by
  -- extend the rate continuously to negative times and integrate it
  have hm : Continuous (fun s : ℝ => max s 0) := continuous_id.max continuous_const
  have hc : Continuous (fun s => a (max s 0)) :=
    ha.comp_continuous hm (fun s => le_max_right s 0)
  obtain ⟨A, hAdef⟩ : ∃ A : ℝ → ℝ, A = fun x => ∫ r in (0 : ℝ)..x, a (max r 0) := ⟨_, rfl⟩
  have hA : ∀ s, 0 ≤ s → HasDerivAt A (a s) s := by
    intro s hs
    have h1 := (hc.integral_hasStrictDerivAt 0 s).hasDerivAt
    rw [max_eq_left hs] at h1
    rw [hAdef]
    exact h1
  -- the product with the integrating factor is constant
  have hd : ∀ s, 0 ≤ s →
      HasDerivWithinAt (fun x => u x * Real.exp (-A x)) 0 (Ici 0) s := by
    intro s hs
    refine ((hu s hs).fun_mul (hA s hs).fun_neg.exp.hasDerivWithinAt).congr_deriv ?_
    ring
  have hconst : u t * Real.exp (-A t) = u 0 * Real.exp (-A 0) :=
    constant_of_has_deriv_right_zero (f := fun x => u x * Real.exp (-A x))
      (fun s hs => (hd s hs.1).continuousWithinAt.mono Icc_subset_Ici_self)
      (fun s hs => (hd s hs.1).mono (Ici_subset_Ici.2 hs.1)) t ⟨ht, le_rfl⟩
  have hA0 : A 0 = 0 := by simp [hAdef]
  have hAt : A t = ∫ s in (0 : ℝ)..t, a s := by
    simp only [hAdef]
    apply intervalIntegral.integral_congr
    intro s hs
    rw [uIcc_of_le ht] at hs
    show a (max s 0) = a s
    rw [max_eq_left hs.1]
  rw [hA0, neg_zero, Real.exp_zero, mul_one] at hconst
  rw [← hAt, ← hconst, mul_assoc, ← Real.exp_add, neg_add_cancel, Real.exp_zero, mul_one]

/-- A scaling trajectory is continuous on `[0, ∞)`. -/
theorem IsFlow.continuousOn {k : ℝ} {j : ℝ → ℝ} (h : IsFlow k j) : ContinuousOn j (Ici 0) :=
  fun t ht => (h t ht).continuousWithinAt

/-- The deviation from `2/k` is its initial value times `exp (-(k/2) ∫ j²)`. -/
theorem deviation {k : ℝ} {j : ℝ → ℝ} (hk : 0 < k) (h : IsFlow k j) {t : ℝ} (ht : 0 ≤ t) :
    j t - 2 / k = (j 0 - 2 / k) * Real.exp (-(k / 2) * ∫ s in (0 : ℝ)..t, j s ^ 2) := by
  have e : k * (2 / k) = 2 := by field_simp
  have hu : ∀ s, 0 ≤ s → HasDerivWithinAt (fun x => j x - 2 / k)
      (-(k / 2) * j s ^ 2 * (j s - 2 / k)) (Ici 0) s := by
    intro s hs
    refine ((h s hs).sub_const (2 / k)).congr_deriv ?_
    unfold beta
    linear_combination (-(j s ^ 2 / 2)) * e
  have hc : ContinuousOn (fun s => -(k / 2) * j s ^ 2) (Ici 0) :=
    continuousOn_const.mul (h.continuousOn.pow 2)
  simpa only [intervalIntegral.integral_const_mul] using linear_flow hc hu ht

/-- The coupling never falls below the smaller of its initial value and `2/k`. -/
theorem lower_bound {k : ℝ} {j : ℝ → ℝ} (hk : 0 < k) (h : IsFlow k j) {t : ℝ} (ht : 0 ≤ t) :
    min (j 0) (2 / k) ≤ j t := by
  have hdev := deviation hk h ht
  have hI : 0 ≤ ∫ s in (0 : ℝ)..t, j s ^ 2 :=
    intervalIntegral.integral_nonneg ht (fun s _ => sq_nonneg (j s))
  have hE1 : Real.exp (-(k / 2) * ∫ s in (0 : ℝ)..t, j s ^ 2) ≤ 1 :=
    Real.exp_le_one_iff.2 (by nlinarith [mul_nonneg hk.le hI])
  have hE0 := Real.exp_pos (-(k / 2) * ∫ s in (0 : ℝ)..t, j s ^ 2)
  rcases le_total (j 0) (2 / k) with h0 | h0
  · refine (min_le_left _ _).trans ?_
    nlinarith [mul_nonneg (sub_nonneg.2 h0) (sub_nonneg.2 hE1)]
  · refine (min_le_right _ _).trans ?_
    nlinarith [mul_nonneg (sub_nonneg.2 h0) hE0.le]

/-- For a positive initial coupling the distance to `2/k` is bounded by a decaying exponential
with rate `(k/2) m²`, where `m` is the smaller of `j 0` and `2/k`. -/
theorem exponential_bound {k : ℝ} {j : ℝ → ℝ} (hk : 0 < k) (h : IsFlow k j) (h0 : 0 < j 0)
    {t : ℝ} (ht : 0 ≤ t) :
    |j t - 2 / k| ≤ |j 0 - 2 / k| * Real.exp (-(k / 2) * min (j 0) (2 / k) ^ 2 * t) := by
  have hm : 0 < min (j 0) (2 / k) := lt_min h0 (by positivity)
  have hi : IntervalIntegrable (fun s => j s ^ 2) MeasureTheory.volume 0 t :=
    ((h.continuousOn.pow 2).mono Icc_subset_Ici_self).intervalIntegrable_of_Icc ht
  have h1 : ∫ _ in (0 : ℝ)..t, min (j 0) (2 / k) ^ 2 ≤ ∫ s in (0 : ℝ)..t, j s ^ 2 :=
    intervalIntegral.integral_mono_on ht intervalIntegrable_const hi
      (fun s hs => pow_le_pow_left₀ hm.le (lower_bound hk h hs.1) 2)
  rw [intervalIntegral.integral_const, smul_eq_mul, sub_zero] at h1
  rw [deviation hk h ht, abs_mul, abs_of_pos (Real.exp_pos _)]
  refine mul_le_mul_of_nonneg_left (Real.exp_le_exp.2 ?_) (abs_nonneg _)
  nlinarith [mul_le_mul_of_nonneg_left h1 (half_pos hk).le]

/-- Every scaling trajectory with positive initial coupling converges to `2/k`; it is monotone
if it starts at or below `2/k` and antitone if it starts at or above. -/
theorem flow_to_intermediate_coupling {k : ℝ} {j : ℝ → ℝ} (hk : 0 < k) (h : IsFlow k j)
    (h0 : 0 < j 0) :
    (j 0 ≤ 2 / k → MonotoneOn j (Ici 0)) ∧ (2 / k ≤ j 0 → AntitoneOn j (Ici 0)) ∧
      Tendsto j atTop (𝓝 (2 / k)) := by
  -- the factor multiplying the initial deviation can only shrink
  have hE : ∀ s t, 0 ≤ s → s ≤ t → Real.exp (-(k / 2) * ∫ x in (0 : ℝ)..t, j x ^ 2) ≤
      Real.exp (-(k / 2) * ∫ x in (0 : ℝ)..s, j x ^ 2) := by
    intro s t hs hst
    have hc := h.continuousOn.pow 2
    have i1 : IntervalIntegrable (fun x => j x ^ 2) MeasureTheory.volume 0 s :=
      (hc.mono Icc_subset_Ici_self).intervalIntegrable_of_Icc hs
    have i2 : IntervalIntegrable (fun x => j x ^ 2) MeasureTheory.volume s t :=
      (hc.mono (fun x hx => hs.trans hx.1)).intervalIntegrable_of_Icc hst
    have hadd := intervalIntegral.integral_add_adjacent_intervals i1 i2
    have hn : 0 ≤ ∫ x in s..t, j x ^ 2 :=
      intervalIntegral.integral_nonneg hst (fun x _ => sq_nonneg (j x))
    refine Real.exp_le_exp.2 ?_
    rw [← hadd]
    nlinarith [mul_nonneg hk.le hn]
  refine ⟨fun hle s hs t ht hst => ?_, fun hge s hs t ht hst => ?_, ?_⟩
  · have h1 := mul_le_mul_of_nonpos_left (hE s t hs hst) (sub_nonpos.2 hle)
    rw [← deviation hk h hs, ← deviation hk h ht] at h1
    linarith
  · have h1 := mul_le_mul_of_nonneg_left (hE s t hs hst) (sub_nonneg.2 hge)
    rw [← deviation hk h hs, ← deviation hk h ht] at h1
    linarith
  · -- squeeze the deviation under the exponential bound
    have hm : 0 < min (j 0) (2 / k) := lt_min h0 (by positivity)
    have hneg : -(k / 2) * min (j 0) (2 / k) ^ 2 < 0 :=
      mul_neg_of_neg_of_pos (by linarith) (pow_pos hm 2)
    have hlim : Tendsto (fun t : ℝ => |j 0 - 2 / k| *
        Real.exp (-(k / 2) * min (j 0) (2 / k) ^ 2 * t)) atTop (𝓝 0) := by
      have h2 := (Real.tendsto_exp_atBot.comp
        (Filter.Tendsto.const_mul_atTop_of_neg hneg tendsto_id)).const_mul |j 0 - 2 / k|
      rw [mul_zero] at h2
      exact h2
    exact tendsto_iff_norm_sub_tendsto_zero.2 (squeeze_zero'
      (Eventually.of_forall fun _ => norm_nonneg _)
      ((eventually_ge_atTop 0).mono fun t ht => exponential_bound hk h h0 ht) hlim)

/-- A coupling that starts at zero or at a negative (ferromagnetic) value never becomes
positive. -/
theorem ferromagnetic_stays {k : ℝ} {j : ℝ → ℝ} (h : IsFlow k j) (h0 : j 0 ≤ 0)
    {t : ℝ} (ht : 0 ≤ t) : j t ≤ 0 := by
  have hj := h.continuousOn
  have hc : ContinuousOn (fun s => j s - k * j s ^ 2 / 2) (Ici 0) := by fun_prop
  have hu : ∀ s, 0 ≤ s →
      HasDerivWithinAt j ((j s - k * j s ^ 2 / 2) * j s) (Ici 0) s := by
    intro s hs
    refine (h s hs).congr_deriv ?_
    unfold beta
    ring
  rw [linear_flow hc hu ht]
  exact mul_nonpos_iff.2 (Or.inr ⟨h0, (Real.exp_pos _).le⟩)

end

end MultichannelKondo
```

```lean
#print axioms MultichannelKondo.fixed_point
-- 'MultichannelKondo.fixed_point' depends on axioms: [propext, Classical.choice, Quot.sound]
#print axioms MultichannelKondo.flow_to_intermediate_coupling
-- 'MultichannelKondo.flow_to_intermediate_coupling' depends on axioms: [propext, Classical.choice, Quot.sound]
#print axioms MultichannelKondo.ferromagnetic_stays
-- 'MultichannelKondo.ferromagnetic_stays' depends on axioms: [propext, Classical.choice, Quot.sound]
```

## How the Lean proof follows the derivation

In `fixed_point`, the equation $\beta(g)=0$ is rewritten as $g^2(2-gk)=0$, and positivity of $g$ rules out the first factor. The slope comes from the derivative rules for powers, followed by the identity $k\cdot(2/k)=2$.

The lemma `linear_flow` is the integrating-factor argument for a general rate `a`. Since `a` is only known to be continuous on $[0,\infty)$, the proof replaces it by `a (max s 0)`, which is continuous on the whole line and agrees with `a` at nonnegative times. The fundamental theorem of calculus then gives `A` an ordinary derivative even at $t=0$. The step `hd` shows that $u\,e^{-A}$ has derivative zero within the half-line, and `constant_of_has_deriv_right_zero` concludes that it is constant on $[0,t]$.

The theorem `deviation` applies this lemma to $j-2/k$. Its step `hu` is the factorisation of the beta function, checked by `linear_combination`. Continuity of the rate comes from `IsFlow.continuousOn`, since a differentiable trajectory is continuous.

In `lower_bound`, the facts `hE0` and `hE1` say that the exponential factor is positive and at most one. The proof then splits according to whether the initial coupling lies below or above $2/k$, and `nlinarith` receives the same products of nonnegative factors that appear in the derivation.

The theorem `exponential_bound` compares the integral of $j^2$ with that of the constant $m^2$ by `intervalIntegral.integral_mono_on`. Monotonicity of the exponential turns this comparison into the bound on the distance.

In the main theorem, `hE` is the inequality $E(t)\le E(s)$, obtained by splitting the integral at $s$. Multiplying it by the initial deviation, with the inequality reversed when that deviation is nonpositive, gives the two directions of flow. For the limit, `hlim` shows that the exponential bound tends to zero, and `squeeze_zero'` forces the distance to $2/k$ to do the same.

Finally, `ferromagnetic_stays` uses `linear_flow` a second time, now with `j` as the unknown and $j-\tfrac{k}{2}j^2$ as the rate. It needs no sign condition on `k`.
